# Finitely many London Gaussians in the lowest Landau level have a positive definite overlap matrix exactly when their centres are distinct

## Can the magnetic phases make close orbitals linearly dependent?

Take an electron in the $xy$ plane in a perpendicular field $B>0$, with $\hbar=1$, charge of magnitude 1 and symmetric gauge about the origin. I write a centre as a complex number $R=R_x+iR_y$ and use the London orbital

$$\varphi_R(x,y)=\sqrt{\tfrac{B}{2\pi}}\;e^{-B[(x-R_x)^2+(y-R_y)^2]/4}\;e^{-iB(R_xy-R_yx)/2}.$$

All these functions lie in the lowest Landau level, where I know that the continuous family over all centres is overcomplete. If I pick finitely many centres, some of them very close together, can the complex phases conspire to make the overlap matrix singular?

## Only coinciding centres give a singular matrix

No: for finitely many such orbitals, distinct centres are enough, however close they are.

**One exponential.** Expanding the square and collecting the terms linear in $R$ gives

$$\varphi_R=\sqrt{\tfrac{B}{2\pi}}\exp\!\Big[-\tfrac B4(x^2+y^2)+\tfrac B2R(x-iy)-\tfrac B4|R|^2\Big].$$

Hence $\partial_x\varphi_R=\frac B2(R-x)\varphi_R$ and $\partial_y\varphi_R=-\frac B2(y+iR)\varphi_R$. In $\partial_x-i\partial_y$ the terms in $R$ cancel, which leaves the lowest-Landau-level equation

$$(\partial_x-i\partial_y)\varphi_R+\tfrac B2(x-iy)\varphi_R=0.$$

For a positive charge in the same field, the equation has $\partial_x+i\partial_y$ and $x+iy$ instead.

**The overlap.** In $\overline{\varphi_{R_j}}\varphi_{R_k}$ the quadratic exponent is $-\frac B2(x^2+y^2)$ and the linear one is $ax+by$, with $a=\frac B2(\bar R_j+R_k)$ and $b=\frac{iB}2(\bar R_j-R_k)$. The Gaussian integral is $\frac{2\pi}{B}e^{(a^2+b^2)/(2B)}$, and $a^2+b^2=B^2\bar R_jR_k$. Therefore

$$S_{jk}=\exp\!\Big[\tfrac B2\Big(\bar R_jR_k-\tfrac{|R_j|^2}2-\tfrac{|R_k|^2}2\Big)\Big],$$

which is Hermitian.

**A sum of squares.** For coefficients $c_k$, put $d_k=c_ke^{-B|R_k|^2/4}$. Expanding $e^{B\bar R_jR_k/2}$ in powers and exchanging the series with the finite sums gives

$$\sum_{j,k}\bar c_jS_{jk}c_k=\sum_{n=0}^\infty\frac{(B/2)^n}{n!}\Big|\sum_kd_kR_k^n\Big|^2\ge0,$$

with $R_k^0=1$ also at $R_k=0$.

**Strict positivity.** If the sum is zero, every moment $\sum_kd_kR_k^n$ vanishes, so $\sum_id_iP(R_i)=0$ for every polynomial $P$. Choose $P(X)=\prod_{j\ne k}(X-R_j)$. Only the term $i=k$ survives, and $P(R_k)\neq0$ because the centres are distinct. So $d_k=0$, and hence $c_k=0$, for each $k$.

**Coinciding centres.** If $R_1=R_2$, the two orbitals are the same function and their $2\times2$ overlap matrix has all entries 1. The vector $c=(1,-1)$, extended by zeros if there are further centres, makes the quadratic form zero, so the overlap matrix is not positive definite when two centres coincide.

## What the Lean statements say

`londonOrbital B R x y` is the orbital above, phase included. `overlapMatrix B R` is defined by the integrals over the plane, with a point given as `r : Fin 2 → ℝ`; the closed formula is a theorem. The centres are a function `R : ι → ℂ` on a finite index type, and `Function.Injective R` says that they are distinct.

The main theorem, `overlapMatrix_posDef_iff`, states that for $B>0$ the matrix is positive definite if and only if `R` is injective. `PosDef` means Hermitian with a strictly positive quadratic form on non-zero vectors. `coherentOverlap_posDef` is the case $B=2$, with entries

$$e^{-|z_j|^2/2-|z_k|^2/2+\bar z_jz_k}.$$

There $z_j$ is the centre itself; for general $B$ the same matrix arises with $z_j=\sqrt{B/2}\,R_j$.

The Gaussian exponent $B/4$ is tied to the field; together with the magnetic phase, this puts the orbital in the lowest Landau level. The step to a molecular calculation, where London orbitals are three-dimensional and have exponents and angular factors chosen for the atoms, is left open by these hypotheses.

```lean
import Mathlib

open Matrix Finset MeasureTheory
open scoped ComplexConjugate ComplexOrder Real

noncomputable section

namespace LondonOverlap

/-- The London orbital with centre `R` at the point `(x, y)`, for field `B > 0` and `ħ = 1`, for a
particle of charge `-1`: a normalised Gaussian times the magnetic phase `exp(-i B (R × r) / 2)`. -/
def londonOrbital (B : ℝ) (R : ℂ) (x y : ℝ) : ℂ :=
  (√(B / (2 * π)) : ℝ) *
    (Complex.exp ((-(B / 4) * ((x - R.re) ^ 2 + (y - R.im) ^ 2) : ℝ) : ℂ) *
      Complex.exp (((-(B / 2) * (R.re * y - R.im * x) : ℝ) : ℂ) * Complex.I))

/-- The overlap matrix of the London orbitals with centres `R j`: the integrals over the plane
of the conjugate of one orbital times another. -/
def overlapMatrix {ι : Type*} (B : ℝ) (R : ι → ℂ) : Matrix ι ι ℂ :=
  Matrix.of fun j k => ∫ r : Fin 2 → ℝ,
    conj (londonOrbital B (R j) (r 0) (r 1)) * londonOrbital B (R k) (r 0) (r 1)

/-- Gaussian and magnetic phase combine into a single exponential, in which the position enters
through `x² + y²` and `x - i y` only. -/
theorem londonOrbital_eq (B : ℝ) (R : ℂ) (x y : ℝ) :
    londonOrbital B R x y = (√(B / (2 * π)) : ℝ) *
      Complex.exp (-(B / 4) * ((x : ℂ) ^ 2 + (y : ℂ) ^ 2)
        + (B / 2) * R * (x - y * Complex.I) - (B / 4) * (‖R‖ : ℂ) ^ 2) := by
  have hR : R = R.re + R.im * Complex.I := (Complex.re_add_im R).symm
  have hn : (‖R‖ : ℂ) ^ 2 = (R.re : ℂ) ^ 2 + (R.im : ℂ) ^ 2 := by
    rw [← Complex.ofReal_pow, Complex.sq_norm, Complex.normSq_apply]
    push_cast
    ring
  rw [londonOrbital, ← Complex.exp_add]
  congr 2
  push_cast
  linear_combination (-(B / 2 : ℂ) * (x - y * Complex.I)) * hR + (B / 4 : ℂ) * hn
    + (B / 2 : ℂ) * R.im * y * Complex.I_sq

/-- Derivative of a Gaussian with complex coefficients along a real coordinate. -/
theorem hasDerivAt_gaussian (A a b c : ℂ) (x : ℝ) :
    HasDerivAt (fun t : ℝ => A * Complex.exp (a * (t : ℂ) ^ 2 + b * t + c))
      ((2 * a * x + b) * (A * Complex.exp (a * (x : ℂ) ^ 2 + b * x + c))) x := by
  have h : HasDerivAt (fun t : ℂ => a * t ^ 2 + b * t + c) (2 * a * x + b) (x : ℂ) := by
    refine ((((hasDerivAt_pow 2 (x : ℂ)).const_mul a).fun_add
      ((hasDerivAt_id' (x : ℂ)).const_mul b)).add_const c).congr_deriv ?_
    norm_num
    ring
  exact ((h.cexp.const_mul A).comp_ofReal).congr_deriv (by ring)

/-- Every London orbital solves the first-order equation of the lowest Landau level in symmetric
gauge, `(∂ₓ - i ∂ᵧ) φ + (B/2)(x - i y) φ = 0`. -/
theorem londonOrbital_lowestLandauLevel (B : ℝ) (R : ℂ) (x y : ℝ) :
    deriv (fun t : ℝ => londonOrbital B R t y) x
      - Complex.I * deriv (fun t : ℝ => londonOrbital B R x t) y
      + (B / 2) * (x - y * Complex.I) * londonOrbital B R x y = 0 := by
  have ex : ∀ t : ℝ, londonOrbital B R t y = (√(B / (2 * π)) : ℝ) *
      Complex.exp (-(B / 4 : ℂ) * (t : ℂ) ^ 2 + (B / 2 * R) * t
        + (-(B / 4) * (y : ℂ) ^ 2 - B / 2 * R * y * Complex.I - B / 4 * (‖R‖ : ℂ) ^ 2)) := by
    intro t
    rw [londonOrbital_eq]
    congr 2
    ring
  have ey : ∀ t : ℝ, londonOrbital B R x t = (√(B / (2 * π)) : ℝ) *
      Complex.exp (-(B / 4 : ℂ) * (t : ℂ) ^ 2 + (-(B / 2) * R * Complex.I) * t
        + (-(B / 4) * (x : ℂ) ^ 2 + B / 2 * R * x - B / 4 * (‖R‖ : ℂ) ^ 2)) := by
    intro t
    rw [londonOrbital_eq]
    congr 2
    ring
  have hx := (hasDerivAt_gaussian _ _ _ _ x).congr_of_eventuallyEq
    (Filter.Eventually.of_forall ex)
  have hy := (hasDerivAt_gaussian _ _ _ _ y).congr_of_eventuallyEq
    (Filter.Eventually.of_forall ey)
  rw [hx.deriv, hy.deriv, ← ex x, ← ey y]
  linear_combination (B / 2 * R * londonOrbital B R x y) * Complex.I_sq

/-- For `B > 0` the overlap of two London orbitals is
`exp((B/2)(conj(R_j) R_k - |R_j|²/2 - |R_k|²/2))`. -/
theorem overlapMatrix_apply {ι : Type*} {B : ℝ} (hB : 0 < B) (R : ι → ℂ) (j k : ι) :
    overlapMatrix B R j k = Complex.exp ((B / 2) *
      (conj (R j) * R k - (‖R j‖ : ℂ) ^ 2 / 2 - (‖R k‖ : ℂ) ^ 2 / 2)) := by
  have hB' : (B : ℂ) ≠ 0 := by exact_mod_cast hB.ne'
  have hπ : (π : ℂ) ≠ 0 := by exact_mod_cast Real.pi_ne_zero
  -- the two-dimensional Gaussian integral with a complex linear term
  have key := GaussianFourier.integral_cexp_neg_mul_sum_add (b := ((B / 2 : ℝ) : ℂ))
    (by rw [Complex.ofReal_re]; linarith)
    ![(B / 2 : ℂ) * (conj (R j) + R k), (B / 2 : ℂ) * (conj (R j) - R k) * Complex.I]
  simp only [Fin.sum_univ_two, Matrix.cons_val_zero, Matrix.cons_val_one,
    Fintype.card_fin] at key
  have hN : ((√(B / (2 * π)) : ℝ) : ℂ) * (√(B / (2 * π)) : ℝ) = ((B / (2 * π) : ℝ) : ℂ) := by
    rw [← Complex.ofReal_mul, Real.mul_self_sqrt (by positivity)]
  have hpt : ∀ r : Fin 2 → ℝ,
      conj (londonOrbital B (R j) (r 0) (r 1)) * londonOrbital B (R k) (r 0) (r 1)
      = ((B / (2 * π) : ℝ) : ℂ) *
          Complex.exp (-(B / 4) * (‖R j‖ : ℂ) ^ 2 - (B / 4) * (‖R k‖ : ℂ) ^ 2) *
        Complex.exp (-((B / 2 : ℝ) : ℂ) * ((r 0 : ℂ) ^ 2 + (r 1 : ℂ) ^ 2) +
          ((B / 2 : ℂ) * (conj (R j) + R k) * (r 0 : ℂ) +
            (B / 2 : ℂ) * (conj (R j) - R k) * Complex.I * (r 1 : ℂ))) := by
    intro r
    rw [londonOrbital_eq B (R j), londonOrbital_eq B (R k), map_mul, ← Complex.exp_conj,
      Complex.conj_ofReal, mul_mul_mul_comm, hN, ← Complex.exp_add,
      mul_assoc ((B / (2 * π) : ℝ) : ℂ), ← Complex.exp_add]
    congr 2
    simp only [map_add, map_sub, map_mul, map_neg, map_div₀, map_pow, Complex.conj_ofReal,
      Complex.conj_I, map_ofNat, Complex.ofReal_div, Complex.ofReal_ofNat]
    ring
  have hE : (((B / 2 : ℂ) * (conj (R j) + R k)) ^ 2 +
      ((B / 2 : ℂ) * (conj (R j) - R k) * Complex.I) ^ 2) / (4 * ((B / 2 : ℝ) : ℂ))
      = (B / 2) * (conj (R j) * R k) := by
    rw [mul_pow _ Complex.I, Complex.I_sq]
    push_cast
    field_simp
    ring
  have hP : ((B / (2 * π) : ℝ) : ℂ) * (π / ((B / 2 : ℝ) : ℂ)) = 1 := by
    push_cast
    field_simp
  have h1 : ((2 : ℕ) : ℂ) / 2 = 1 := by norm_num
  rw [overlapMatrix, Matrix.of_apply]
  simp only [hpt]
  rw [integral_const_mul, key, hE, h1, Complex.cpow_one, mul_mul_mul_comm, hP, one_mul,
    ← Complex.exp_add]
  congr 1
  ring

/-- For `B > 0` the quadratic form of the overlap matrix of finitely many London orbitals is a sum
over `n` of non-negative terms, the `n`-th containing the `n`-th moment of the weighted
coefficients. -/
theorem hasSum_quadraticForm {ι : Type*} [Fintype ι] {B : ℝ} (hB : 0 < B) (R c : ι → ℂ) :
    HasSum (fun n : ℕ => (((B / 2) ^ n / n.factorial *
        ‖∑ k, c k * (Real.exp (-(B / 4) * ‖R k‖ ^ 2) : ℂ) * R k ^ n‖ ^ 2 : ℝ) : ℂ))
      (star c ⬝ᵥ overlapMatrix B R *ᵥ c) := by
  have hexp : ∀ x : ℂ, HasSum (fun n : ℕ => x ^ n / (n.factorial : ℂ)) (Complex.exp x) := by
    intro x
    rw [Complex.exp_eq_exp_ℂ]
    exact NormedSpace.expSeries_div_hasSum_exp x
  have h := hasSum_sum (s := univ) (fun j (_ : j ∈ univ) =>
    hasSum_sum (s := univ) (fun k (_ : k ∈ univ) =>
      (hexp (B / 2 * (conj (R j) * R k))).mul_left
        (conj (c j) * (Real.exp (-(B / 4) * ‖R j‖ ^ 2) : ℂ) *
          (c k * (Real.exp (-(B / 4) * ‖R k‖ ^ 2) : ℂ)))))
  convert h using 1
  · rfl
  · funext n
    rw [Complex.ofReal_mul, Complex.ofReal_pow, ← Complex.conj_mul', map_sum,
      Finset.sum_mul_sum, Finset.mul_sum]
    refine sum_congr rfl fun j _ => ?_
    rw [Finset.mul_sum]
    refine sum_congr rfl fun k _ => ?_
    simp only [map_mul, map_pow, Complex.conj_ofReal, Complex.ofReal_div, Complex.ofReal_pow,
      Complex.ofReal_natCast, Complex.ofReal_ofNat]
    ring
  · simp only [dotProduct, Matrix.mulVec, Finset.mul_sum]
    refine sum_congr rfl fun j _ => sum_congr rfl fun k _ => ?_
    have hs : overlapMatrix B R j k = (Real.exp (-(B / 4) * ‖R j‖ ^ 2) : ℂ) *
        (Real.exp (-(B / 4) * ‖R k‖ ^ 2) : ℂ) *
          Complex.exp (B / 2 * (conj (R j) * R k)) := by
      rw [overlapMatrix_apply hB, Complex.ofReal_exp, Complex.ofReal_exp, ← Complex.exp_add,
        ← Complex.exp_add]
      congr 1
      push_cast
      ring
    rw [hs, Pi.star_apply, ← starRingEnd_apply]
    ring

/-- Coefficients at finitely many distinct centres whose moments all vanish are zero. -/
theorem eq_zero_of_moments {ι : Type*} [Fintype ι] {R : ι → ℂ} (hR : Function.Injective R)
    (d : ι → ℂ) (h : ∀ n : ℕ, ∑ k, d k * R k ^ n = 0) (k : ι) : d k = 0 := by
  classical
  have hP : ∀ P : Polynomial ℂ, ∑ i, d i * P.eval (R i) = 0 := by
    intro P
    induction P using Polynomial.induction_on' with
    | add p q hp hq => simp only [Polynomial.eval_add, mul_add, sum_add_distrib, hp, hq, add_zero]
    | monomial n a =>
      simp only [Polynomial.eval_monomial, mul_left_comm _ a, ← Finset.mul_sum, h, mul_zero]
  -- test with the polynomial that vanishes at every centre except `R k`
  have hk := hP (∏ j ∈ univ.erase k, (Polynomial.X - Polynomial.C (R j)))
  simp only [Polynomial.eval_prod, Polynomial.eval_sub, Polynomial.eval_X,
    Polynomial.eval_C] at hk
  rw [Finset.sum_eq_single k] at hk
  · refine (mul_eq_zero.mp hk).resolve_right (Finset.prod_ne_zero_iff.mpr fun j hj => ?_)
    exact sub_ne_zero.mpr fun e => (Finset.ne_of_mem_erase hj) (hR e).symm
  · intro i _ hi
    rw [Finset.prod_eq_zero (Finset.mem_erase.mpr ⟨hi, mem_univ i⟩) (sub_self _), mul_zero]
  · exact fun hn => absurd (mem_univ k) hn

/-- For `B > 0` the overlap matrix of finitely many London orbitals is positive definite
if and only if their centres are distinct. -/
theorem overlapMatrix_posDef_iff {ι : Type*} [Fintype ι] {B : ℝ} (hB : 0 < B) (R : ι → ℂ) :
    (overlapMatrix B R).PosDef ↔ Function.Injective R := by
  classical
  constructor
  · -- coinciding centres give two equal columns, hence a null vector
    intro h j k hjk
    by_contra hne
    have hx : (Pi.single j 1 - Pi.single k 1 : ι → ℂ) ≠ 0 := by
      intro e
      have := congrFun e j
      simp [hne] at this
    have hM : overlapMatrix B R *ᵥ (Pi.single j 1 - Pi.single k 1 : ι → ℂ) = 0 := by
      ext i
      rw [Matrix.mulVec_sub, Matrix.mulVec_single_one, Matrix.mulVec_single_one]
      simp [overlapMatrix, hjk]
    have hp := h.dotProduct_mulVec_pos hx
    rw [hM, dotProduct_zero] at hp
    exact lt_irrefl _ hp
  · intro hR
    rw [Matrix.posDef_iff_dotProduct_mulVec]
    refine ⟨Matrix.IsHermitian.ext fun j k => ?_, fun x hx => ?_⟩
    · rw [overlapMatrix_apply hB, overlapMatrix_apply hB, ← starRingEnd_apply,
        ← Complex.exp_conj]
      congr 1
      simp only [map_sub, map_mul, map_div₀, map_pow, Complex.conj_ofReal, map_ofNat,
        Complex.conj_conj]
      ring
    · have h := hasSum_quadraticForm hB R x
      -- some moment of a non-zero coefficient vector survives
      obtain ⟨n, hn⟩ : ∃ n : ℕ,
          ∑ k, x k * (Real.exp (-(B / 4) * ‖R k‖ ^ 2) : ℂ) * R k ^ n ≠ 0 := by
        by_contra hcon
        push Not at hcon
        refine hx (funext fun k => ?_)
        exact (mul_eq_zero.mp (eq_zero_of_moments hR _ hcon k)).resolve_right
          (Complex.ofReal_ne_zero.mpr (Real.exp_pos _).ne')
      have hre := Complex.reCLM.hasSum h
      have him := Complex.imCLM.hasSum h
      simp only [Complex.reCLM_apply, Complex.imCLM_apply, Complex.ofReal_re,
        Complex.ofReal_im] at hre him
      have hle := le_hasSum hre n fun m _ => by positivity
      have hpos := norm_pos_iff.mpr hn
      exact Complex.lt_def.mpr ⟨lt_of_lt_of_le (by positivity) hle, hasSum_zero.unique him⟩

/-- For finitely many distinct complex numbers `z j`, the matrix with entries
`exp(-|z_j|²/2 - |z_k|²/2 + conj(z_j) z_k)` is positive definite. -/
theorem coherentOverlap_posDef {ι : Type*} [Fintype ι] {z : ι → ℂ}
    (hz : Function.Injective z) :
    (Matrix.of fun j k => Complex.exp (-(‖z j‖ : ℂ) ^ 2 / 2 - (‖z k‖ : ℂ) ^ 2 / 2
      + conj (z j) * z k)).PosDef := by
  have h := (overlapMatrix_posDef_iff (B := 2) two_pos z).mpr hz
  convert h using 1
  ext j k
  rw [overlapMatrix_apply two_pos, Matrix.of_apply]
  congr 1
  push_cast
  ring

end LondonOverlap
```

```lean
#print axioms LondonOverlap.londonOrbital_lowestLandauLevel
#print axioms LondonOverlap.overlapMatrix_posDef_iff
#print axioms LondonOverlap.coherentOverlap_posDef
```

```
'LondonOverlap.londonOrbital_lowestLandauLevel' depends on axioms: [propext, Classical.choice, Quot.sound]
'LondonOverlap.overlapMatrix_posDef_iff' depends on axioms: [propext, Classical.choice, Quot.sound]
'LondonOverlap.coherentOverlap_posDef' depends on axioms: [propext, Classical.choice, Quot.sound]
```

## From the single exponential to the surviving moment

`londonOrbital_eq` combines Gaussian and phase; its `linear_combination` step is the expansion of the square together with $i^2=-1$. `hasDerivAt_gaussian` differentiates a Gaussian along one real coordinate, and `londonOrbital_lowestLandauLevel` applies it in $x$ and in $y$, after which the terms in $R$ cancel.

In `overlapMatrix_apply`, `key` is Mathlib's Gaussian integral with the complex linear terms $a$ and $b$. The step `hpt` brings the integrand to that form, `hE` computes the exponent $(a^2+b^2)/(2B)$, and `hP` cancels the normalisation against the factor $2\pi/B$.

`hasSum_quadraticForm` is the sum of squares. It adds the exponential series over $j$ and $k$, then recognises each term as a squared modulus. `eq_zero_of_moments` extends the vanishing moments to all polynomials by induction, then inserts the product over the other centres.

In the main theorem, the forward direction takes two indices with the same centre and applies the matrix to the difference of their unit vectors. The reverse direction finds a non-zero moment; `le_hasSum` bounds the whole sum below by that one positive term. The imaginary part is zero because every term is real.

## Close centres and truncated expansions

For an electronic-structure calculation in a finite basis of these lowest-level Gaussians, the result means that the overlap matrix can be inverted and the basis orthonormalised whenever the centres differ. It gives no lower bound on the smallest eigenvalue. For two centres at distance $\ell$ the eigenvalues are $1\pm e^{-B\ell^2/4}$, so the smaller one tends to zero as $\ell\to0$ and the conditioning deteriorates.

The same argument gives a neighbouring result. For $N$ distinct centres the test polynomial has degree $N-1$, so the terms $n=0,\dots,N-1$ of the sum already force all coefficients to vanish. The $N$ orbitals therefore stay linearly independent when each is projected onto the first $N$ angular-momentum states of the level, those proportional to $(x-iy)^ne^{-B(x^2+y^2)/4}$.
